# A frustration bound for Ising antiferromagnets on graphs decomposed into triangles

Place Ising spins $s_i=\pm1$ on the sites of a finite graph and let the energy be $J>0$ times the sum of $s_is_j$ over the edges, with no field. If the edges can be partitioned into triangles, no configuration has an energy below $-J/3$ per edge. A single triangle reaches this value.

## Spins, energy and triangles

Let $G$ be a finite graph with $N_e$ edges and a spin $s_i=\pm1$ on each site $i$. The energy is

$$E(s)=J\sum_{\{i,j\}\in G}s_is_j .$$

With this sign, $J>0$ favours unlike neighbours: antiparallel spins in a magnet, or different species in a binary alloy.

```lean
import Mathlib

open Finset

namespace IsingTriangleFrustration

noncomputable section

variable {V : Type*} [Fintype V] [DecidableEq V]
```

Spins are real numbers, restricted to $\pm1$ by `IsIsing`.

```lean
/-- An Ising configuration assigns a spin `1` or `-1` to every site. -/
def IsIsing (s : V → ℝ) : Prop := ∀ i, s i = 1 ∨ s i = -1
```

`Sym2 V` is the type of unordered pairs, so each bond enters the energy once. In the code `s(a, b)` is the unordered pair of the sites `a` and `b`, whereas `s a` is the spin at `a`.

```lean
/-- The spin product `s i * s j` on the unordered bond between `i` and `j`. -/
def bond (s : V → ℝ) : Sym2 V → ℝ :=
  Sym2.lift ⟨fun i j => s i * s j, fun _ _ => mul_comm _ _⟩

/-- The Ising energy: `J` times the sum of the spin products over the edges of the graph. -/
def energy (G : SimpleGraph V) [DecidableRel G.Adj] (J : ℝ) (s : V → ℝ) : ℝ :=
  J * ∑ e ∈ G.edgeFinset, bond s e
```

A triangle decomposition is a family $T$ of $N_T$ triangles of $G$ such that every edge lies in exactly one of them. Physically, the triangles of $T$ may share corners but no bonds. $G$ may contain other triangles that are not in $T$.

```lean
/-- A family of triangles of the graph such that every edge lies in exactly one of them. -/
structure IsTriangleDecomposition (G : SimpleGraph V) (T : Finset (Finset V)) : Prop where
  clique : ∀ t ∈ T, G.IsNClique 3 t
  unique : ∀ i j, G.Adj i j → ∃! t, t ∈ T ∧ i ∈ t ∧ j ∈ t
```

`triangleBonds G t` collects the edges inside $t$. A triangle is aligned if its three spins are equal, and $N_{\rm al}(s)$ is the number of aligned triangles in $T$.

```lean
/-- The edges of the graph with both ends in `t`. -/
def triangleBonds (G : SimpleGraph V) [DecidableRel G.Adj] (t : Finset V) : Finset (Sym2 V) :=
  G.edgeFinset.filter (fun e => e ∈ t.sym2)

/-- All spins in `t` are equal. -/
def Aligned (s : V → ℝ) (t : Finset V) : Prop := ∀ i ∈ t, ∀ j ∈ t, s i = s j

open Classical in
/-- The triangles of the family `T` whose spins are all equal. -/
def alignedTriangles (T : Finset (Finset V)) (s : V → ℝ) : Finset (Finset V) :=
  T.filter (fun t => Aligned s t)
```

The model has one coupling, no field and finitely many sites. The decomposition is a hypothesis on the graph, to be verified in each application.

## (a) The bonds of one triangle

Let $a,b,c$ be pairwise adjacent and let $f$ be any real function on bonds. Show that

$$\sum_{e\subset\{a,b,c\}}f(e)=f(ab)+f(ac)+f(bc).$$

**Solution.** An edge joins two different sites, so an edge inside $\{a,b,c\}$ is one of the three pairs. All three are edges by assumption, and they are distinct because the corners are.

In Lean, `hset` is this equality of sets, proved by cases on the two ends. The `sum_insert` steps then use the distinctness.

```lean
variable {G : SimpleGraph V} [DecidableRel G.Adj] {T : Finset (Finset V)} {s : V → ℝ} {J : ℝ}

/-- A sum over the bonds of a triangle has three terms, one for each pair of corners. -/
theorem sum_triangleBonds {a b c : V} (hab : G.Adj a b) (hac : G.Adj a c) (hbc : G.Adj b c)
    (f : Sym2 V → ℝ) :
    ∑ e ∈ triangleBonds G {a, b, c}, f e = f s(a, b) + f s(a, c) + f s(b, c) := by
  have hset : triangleBonds G {a, b, c} = {s(a, b), s(a, c), s(b, c)} := by
    ext e
    induction e using Sym2.ind with
    | _ x y =>
      simp only [triangleBonds, mem_filter, SimpleGraph.mem_edgeFinset,
        SimpleGraph.mem_edgeSet, mk_mem_sym2_iff, mem_insert, mem_singleton, Sym2.eq_iff]
      constructor
      · rintro ⟨h, hx, hy⟩
        have hne := h.ne
        rcases hx with rfl | rfl | rfl <;> rcases hy with rfl | rfl | rfl <;> simp_all
      · rintro ((⟨rfl, rfl⟩ | ⟨rfl, rfl⟩) | (⟨rfl, rfl⟩ | ⟨rfl, rfl⟩) |
          (⟨rfl, rfl⟩ | ⟨rfl, rfl⟩)) <;>
        simp [hab, hac, hbc, hab.symm, hac.symm, hbc.symm]
  rw [hset, sum_insert, sum_insert, sum_singleton, add_assoc]
  · simp [hab.ne, hac.ne]
  · simp [hab.ne, hac.ne, hbc.ne, hab.ne.symm]
```

## (b) From edges to triangles

Show that a sum over all edges can be taken triangle by triangle:

$$\sum_{e\in G}f(e)=\sum_{t\in T}\sum_{e\subset t}f(e).$$

**Solution.** Exchange the sums on the right. Each $f(e)$ is then multiplied by the number of triangles in $T$ that contain $e$, which is one.

The exchange is `sum_comm`, and `sum_eq_single t` keeps the one triangle that contributes.

```lean
/-- A sum over all edges splits into sums over the triangles of a decomposition. -/
theorem sum_edges_eq (h : IsTriangleDecomposition G T) (f : Sym2 V → ℝ) :
    ∑ e ∈ G.edgeFinset, f e = ∑ t ∈ T, ∑ e ∈ triangleBonds G t, f e := by
  simp only [triangleBonds, sum_filter]
  rw [sum_comm]
  refine sum_congr rfl fun e he => ?_
  induction e using Sym2.ind with
  | _ x y =>
    rw [SimpleGraph.mem_edgeFinset, SimpleGraph.mem_edgeSet] at he
    -- exactly one triangle contributes to this edge
    obtain ⟨t, ⟨ht, hx, hy⟩, huniq⟩ := h.unique x y he
    rw [sum_eq_single t]
    · rw [if_pos (mk_mem_sym2_iff.mpr ⟨hx, hy⟩)]
    · intro u hu hut
      rw [if_neg]
      intro hm
      rw [mk_mem_sym2_iff] at hm
      exact hut (huniq u ⟨hu, hm.1, hm.2⟩)
    · intro hn
      exact absurd ht hn
```

## (c) Counting edges

Find the number of edges in terms of the number of triangles:

$$N_e=3N_T .$$

**Solution.** Put $f=1$ in (b). By (a), each triangle contributes $3$.

Lean does the count in real numbers and casts the result back to natural numbers.

```lean
/-- A graph decomposed into triangles has three times as many edges as triangles. -/
theorem card_edges (h : IsTriangleDecomposition G T) : G.edgeFinset.card = 3 * T.card := by
  have h1 : ∀ t ∈ T, ∑ _e ∈ triangleBonds G t, (1 : ℝ) = 3 := by
    intro t ht
    obtain ⟨a, b, c, hab, hac, hbc, rfl⟩ := SimpleGraph.is3Clique_iff.mp (h.clique t ht)
    rw [sum_triangleBonds hab hac hbc (fun _ => (1 : ℝ))]
    norm_num
  have h2 : ∑ _e ∈ G.edgeFinset, (1 : ℝ) = ∑ t ∈ T, ∑ _e ∈ triangleBonds G t, (1 : ℝ) :=
    sum_edges_eq h _
  rw [sum_congr rfl h1] at h2
  simp only [sum_const, nsmul_eq_mul, mul_one] at h2
  have h3 : (G.edgeFinset.card : ℝ) = 3 * T.card := by linarith
  exact_mod_cast h3
```

## (d) The spin products on one triangle

Show that for Ising spins

$$\sum_{\{i,j\}\subset t}s_is_j=\begin{cases}3,&t\text{ aligned},\\-1,&\text{otherwise}.\end{cases}$$

**Solution.** If the spins are equal, each product is $1$. Otherwise two spins agree and the third is opposite, so the products are $1,-1,-1$.

For the second case Lean runs through the eight sign assignments; `key` excludes the two aligned ones.

```lean
/-- For an Ising configuration, the spin products on a triangle add up to `3` if its spins are all
equal, and to `-1` otherwise. -/
theorem triangle_sum (hs : IsIsing s) {t : Finset V} (ht : G.IsNClique 3 t) :
    (Aligned s t → ∑ e ∈ triangleBonds G t, bond s e = 3) ∧
    (¬ Aligned s t → ∑ e ∈ triangleBonds G t, bond s e = -1) := by
  obtain ⟨a, b, c, hab, hac, hbc, rfl⟩ := SimpleGraph.is3Clique_iff.mp ht
  rw [sum_triangleBonds hab hac hbc]
  change (_ → s a * s b + s a * s c + s b * s c = 3) ∧
    (_ → s a * s b + s a * s c + s b * s c = -1)
  constructor
  · intro hal
    have h1 := hal a (by simp) b (by simp)
    have h2 := hal a (by simp) c (by simp)
    rw [← h1, ← h2]
    rcases hs a with h | h <;> rw [h] <;> norm_num
  · intro hna
    have key : ¬ (s a = s b ∧ s a = s c) := fun ⟨h1, h2⟩ => hna (by
      intro i hi j hj
      simp only [mem_insert, mem_singleton] at hi hj
      rcases hi with rfl | rfl | rfl <;> rcases hj with rfl | rfl | rfl <;> linarith)
    rcases hs a with ha | ha <;> rcases hs b with hb | hb <;> rcases hs c with hc | hc <;>
      (revert key; rw [ha, hb, hc]; norm_num)
```

## (e) The energy as a count

Derive the exact energy, for $J$ of either sign:

$$E(s)=-\frac J3N_e+4J\,N_{\rm al}(s).$$

**Solution.** Let $\chi_t=1$ if $t$ is aligned and $0$ otherwise. By (d) the bond sum of $t$ is $-1+4\chi_t$, so (b) gives

$$E(s)=J\sum_{t\in T}(-1+4\chi_t)=-JN_T+4JN_{\rm al}(s),$$

and $N_T=N_e/3$ by (c).

In the code `h1` is the formula with $\chi_t$, and `sum_boole` turns the sum of the $\chi_t$ into a count.

In a Monte Carlo program for this zero-field, one-coupling model, a spin flip therefore changes the energy by $4J\,\Delta N_{\rm al}$, and only the triangles of $T$ at the flipped site need inspection. If the list of triangles is set up independently of the neighbour list, comparing this with the direct bond sum can reveal errors in either list.

```lean
/-- On a graph decomposed into triangles, the energy of an Ising configuration is `-J/3` per edge
plus `4 J` for every triangle of the decomposition whose spins are all equal. -/
theorem energy_eq (h : IsTriangleDecomposition G T) (hs : IsIsing s) :
    energy G J s = -(J / 3) * G.edgeFinset.card + 4 * J * (alignedTriangles T s).card := by
  classical
  have h1 : ∀ t ∈ T, ∑ e ∈ triangleBonds G t, bond s e =
      -1 + 4 * (if Aligned s t then (1 : ℝ) else 0) := by
    intro t ht
    by_cases hal : Aligned s t
    · rw [(triangle_sum hs (h.clique t ht)).1 hal, if_pos hal]
      norm_num
    · rw [(triangle_sum hs (h.clique t ht)).2 hal, if_neg hal]
      norm_num
  have hE : (G.edgeFinset.card : ℝ) = 3 * T.card := by exact_mod_cast card_edges h
  rw [energy, sum_edges_eq h, sum_congr rfl h1, sum_add_distrib, ← mul_sum, sum_boole,
    sum_const, nsmul_eq_mul, hE, alignedTriangles]
  ring
```

## (f) The lower bound

Deduce that for $J\ge0$

$$E(s)\ge-\frac J3N_e .$$

**Solution.** The second term in (e) is not negative.

The smallest case is a graph without edges: $T$ is empty and both sides are zero. Whenever there are bonds, the case $J=1$ says that the average of $s_is_j$ over them is at least $-1/3$. This limits the configurations themselves, so in a binary-alloy cluster expansion with $s_i=\pm1$ it holds for this pair correlation whatever other terms the energy contains.

```lean
/-- Frustration bound: for `J ≥ 0`, on a graph decomposed into triangles, the energy of every Ising
configuration is at least `-J/3` times the number of edges. -/
theorem frustration_bound (h : IsTriangleDecomposition G T) (hs : IsIsing s) (hJ : 0 ≤ J) :
    -(J / 3) * G.edgeFinset.card ≤ energy G J s := by
  rw [energy_eq h hs]
  have : 0 ≤ 4 * J * ((alignedTriangles T s).card : ℝ) := by positivity
  linarith
```

## (g) When the bound is attained

Show that for $J>0$

$$E(s)=-\frac J3N_e\iff N_{\rm al}(s)=0 .$$

**Solution.** By (e) the two sides of the bound differ by $4JN_{\rm al}(s)$, which vanishes exactly when no triangle of $T$ is aligned.

Lean states the right-hand side as `∀ t ∈ T, ¬ Aligned s t`.

```lean
/-- For `J > 0` the bound is attained exactly by the configurations in which no triangle of the
decomposition has all its spins equal. -/
theorem bound_attained_iff (h : IsTriangleDecomposition G T) (hs : IsIsing s) (hJ : 0 < J) :
    energy G J s = -(J / 3) * G.edgeFinset.card ↔ ∀ t ∈ T, ¬ Aligned s t := by
  classical
  rw [energy_eq h hs]
  constructor
  · intro heq t ht hal
    have hpos : 0 < (alignedTriangles T s).card :=
      card_pos.mpr ⟨t, mem_filter.mpr ⟨ht, hal⟩⟩
    have hpos' : (0 : ℝ) < (alignedTriangles T s).card := by exact_mod_cast hpos
    have := mul_pos hJ hpos'
    linarith
  · intro hn
    have hempty : alignedTriangles T s = ∅ :=
      filter_eq_empty_iff.mpr fun t ht => hn t ht
    rw [hempty]
    simp
```

## (h) One triangle

On a single triangle with sites $0,1,2$ and $J>0$, verify that $(s_0,s_1,s_2)=(1,1,-1)$ attains the bound:

$$E(s)=-J=-\frac J3\cdot3 .$$

**Solution.** The products are $s_0s_1=1$ and $s_0s_2=s_1s_2=-1$, with sum $-1$.

Lean checks the decomposition and applies (g): alignment would force $s_0=s_2$, that is, $1=-1$.

```lean
/-- A single triangle with spins `1, 1, -1` attains the bound. -/
theorem single_triangle_witness (hJ : 0 < J) :
    IsTriangleDecomposition (⊤ : SimpleGraph (Fin 3)) {univ} ∧
    IsIsing (![1, 1, -1] : Fin 3 → ℝ) ∧
    energy (⊤ : SimpleGraph (Fin 3)) J ![1, 1, -1] =
      -(J / 3) * (⊤ : SimpleGraph (Fin 3)).edgeFinset.card := by
  have hd : IsTriangleDecomposition (⊤ : SimpleGraph (Fin 3)) {univ} := by
    refine ⟨fun t ht => ?_, fun i j _ => ⟨univ, ⟨mem_singleton_self _, mem_univ _, mem_univ _⟩,
      fun u hu => mem_singleton.mp hu.1⟩⟩
    rw [mem_singleton] at ht
    subst ht
    decide +kernel
  have hs : IsIsing (![1, 1, -1] : Fin 3 → ℝ) := by
    intro i
    fin_cases i <;> simp
  refine ⟨hd, hs, (bound_attained_iff hd hs hJ).mpr fun t ht hal => ?_⟩
  rw [mem_singleton] at ht
  subst ht
  have this : (1 : ℝ) = -1 := hal 0 (mem_univ _) 2 (mem_univ _)
  norm_num at this
```

## (i) Seven sites on the Fano plane

Join every two of seven sites, and take these triples as triangles:

```lean
/-- The seven lines of the Fano plane, as triples of the sites `0, ..., 6`. -/
def fanoLines : Finset (Finset (Fin 7)) :=
  {{0, 1, 2}, {0, 3, 4}, {0, 5, 6}, {1, 3, 5}, {1, 4, 6}, {2, 3, 6}, {2, 4, 5}}
```

Show that they decompose the graph and that, for $J>0$, every Ising configuration satisfies

$$E(s)>-\frac J3\cdot21=-7J .$$

**Solution.** Two different lines share only one site, so no pair occurs twice. Seven lines with three pairs each thus cover all $21$ pairs once. With $M=\sum_is_i$,

$$E(s)=\frac J2\,(M^2-7).$$

$M$ is a sum of seven odd numbers, hence odd, so $M^2\ge1$ and $E(s)\ge-3J>-7J$.

Lean takes another route. `decide +kernel` checks that every two-colouring of the sites leaves some line in one colour (`hmono`). Colouring the sites by whether $s_i=1$ gives an aligned line, and (g) rules out equality.

```lean
/-- The Fano lines decompose the complete graph on seven sites into triangles, and for `J > 0`
every Ising configuration on that graph lies strictly above the bound. -/
theorem fano_strict (hJ : 0 < J) :
    IsTriangleDecomposition (⊤ : SimpleGraph (Fin 7)) fanoLines ∧
    ∀ s : Fin 7 → ℝ, IsIsing s →
      -(J / 3) * (⊤ : SimpleGraph (Fin 7)).edgeFinset.card < energy ⊤ J s := by
  classical
  have hline : ∀ x y : Fin 7, x ≠ y → ∃ t ∈ fanoLines, (x ∈ t ∧ y ∈ t) ∧
      ∀ u ∈ fanoLines, x ∈ u → y ∈ u → u = t := by decide +kernel
  -- every two-colouring of the sites has a line in one colour
  have hmono : ∀ b : Fin 7 → Bool, ∃ t ∈ fanoLines, ∀ i ∈ t, ∀ j ∈ t, b i = b j := by
    decide +kernel
  have hd : IsTriangleDecomposition (⊤ : SimpleGraph (Fin 7)) fanoLines := by
    refine ⟨by decide +kernel, fun x y hxy => ?_⟩
    obtain ⟨t, ht, hm, hu⟩ := hline x y hxy.ne
    exact ⟨t, ⟨ht, hm⟩, fun u h => hu u h.1 h.2.1 h.2.2⟩
  refine ⟨hd, fun s hs => lt_of_le_of_ne (frustration_bound hd hs hJ.le) fun heq => ?_⟩
  obtain ⟨t, ht, hb⟩ := hmono (fun i => decide (s i = 1))
  refine (bound_attained_iff hd hs hJ).mp heq.symm t ht fun i hi j hj => ?_
  have e : s i = 1 ↔ s j = 1 := decide_eq_decide.mp (hb i hi j hj)
  rcases hs i with h | h
  · rw [h, e.mp h]
  · rcases hs j with h' | h'
    · rw [h', e.mpr h']
    · rw [h, h']

end

end IsingTriangleFrustration
```

```lean
#print axioms IsingTriangleFrustration.frustration_bound
#print axioms IsingTriangleFrustration.fano_strict
```

```
'IsingTriangleFrustration.frustration_bound' depends on axioms: [propext, Classical.choice, Quot.sound]
'IsingTriangleFrustration.fano_strict' depends on axioms: [propext, Classical.choice, Quot.sound]
```
